# A Taylor-truncated root lets Holstein–Primakoff lowering carry the state 2S out of the spin space

**Q:** I am setting up a numerical calculation for one spin $S$ written in bosons, with the Holstein–Primakoff square root expanded to finite order. I have to choose the largest boson number in the basis. A spin has $2S+1$ states, so I would stop at $2S$. Does that discard anything?

**A:** Yes, a matrix element. Write $M=2S\ge 1$, let $|n\rangle$ be the state with $n$ bosons, and let $a^*$ and $a$ create and annihilate one. The exact lowering operator is $\sqrt M\,a^*\sqrt{1-a^*a/M}$, and its root vanishes on $|M\rangle$. Replace the root by its Taylor polynomial $p_m$ through order $m$, and the result is

$$|M\rangle\mapsto \sqrt{M(M+1)}\;c_m\,|M+1\rangle,\qquad c_m=\binom{2m}{m}\frac1{4^m}>0.$$

A cutoff at $2S$ therefore changes the expanded operator. For the spin itself that is no loss: the exact operator has no such matrix element, so what the cutoff removes is an artefact of the expansion.

**Q:** Is $p_m$ in the formal version really the Taylor polynomial, or a list of coefficients chosen to give that answer?

**A:** The coefficients are defined as derivatives of $\sqrt{1-x}$ at $0$ divided by $k!$. The number $c_m$ is defined separately, as `edgeValue m`, and the link between the two is proved.

```lean
import Mathlib

open Finset

namespace TruncatedHolsteinPrimakoff

noncomputable section

/-- The ratio `C(2m,m) / 4^m`. -/
def edgeValue (m : ℕ) : ℝ := ((2 * m).choose m : ℝ) / 4 ^ m

/-- The Taylor coefficient of order `k` of `√(1 - x)` at `x = 0`. -/
def sqrtCoeff (k : ℕ) : ℝ :=
  iteratedDeriv k (fun x : ℝ => √(1 - x)) 0 / (k.factorial : ℝ)

/-- The power series of `√(1 - x)` at `0`, truncated after `x^m`. -/
def truncSqrt (m : ℕ) (x : ℝ) : ℝ := ∑ k ∈ range (m + 1), sqrtCoeff k * x ^ k
```

**Q:** And the bosons? A finite matrix could not hold the usual commutation relation.

**A:** There is no cutoff. `Fock` contains all finite complex combinations of number states, and `ket n` is $|n\rangle$ with coefficient 1. The two ladder operators are fixed by their usual square-root factors and extended linearly. At $n=0$ Lean reads `n - 1` as $0$, but the factor $\sqrt0$ makes $a|0\rangle=0$ as it should be.

```lean
/-- Boson states with finitely many occupied number states. -/
abbrev Fock := ℕ →₀ ℂ

/-- The normalised number state `|n⟩`. -/
def ket (n : ℕ) : Fock := Finsupp.single n 1

/-- The creation operator, `a* |n⟩ = √(n+1) |n+1⟩`. -/
def creation : Module.End ℂ Fock :=
  Finsupp.linearCombination ℂ (fun n : ℕ => ((√((n : ℝ) + 1) : ℝ) : ℂ) • ket (n + 1))

/-- The annihilation operator, `a |n⟩ = √n |n-1⟩` and `a |0⟩ = 0`. -/
def annihilation : Module.End ℂ Fock :=
  Finsupp.linearCombination ℂ (fun n : ℕ => ((√(n : ℝ) : ℝ) : ℂ) • ket (n - 1))

/-- The number operator `a* a`. -/
def numberOp : Module.End ℂ Fock := creation * annihilation
```

**Q:** Why does a lowering operator contain $a^*$?

**A:** Bosons count steps down from the fully polarised state, $S^z=S-a^*a$, so lowering the spin adds a boson. In `lowering M m`, the natural number `M` is $2S$, which admits integer and half-integer spins alike. The polynomial stands to the right of $a^*$ and acts first. `physical M` contains the states supported on occupations $0,\dots,M$.

```lean
/-- The truncated Holstein-Primakoff lowering operator `√M a* p_m(a* a / M)`, where
`M = 2S ≥ 1` and `p_m` is the truncated series of `√(1 - x)`. -/
def lowering (M m : ℕ) : Module.End ℂ Fock :=
  ((√(M : ℝ) : ℝ) : ℂ) • (creation *
    ∑ k ∈ range (m + 1), (sqrtCoeff k : ℂ) • ((1 / (M : ℂ)) • numberOp) ^ k)

/-- The physical subspace, spanned by the number states `|0⟩, …, |M⟩` with `M = 2S`. -/
def physical (M : ℕ) : Submodule ℂ Fock := Finsupp.supported ℂ ℂ (Set.Iic M)
```

**Q:** Then show me where $c_m$ comes from.

**A:** From one recurrence. Since $(m+1)\binom{2m+2}{m+1}=2(2m+1)\binom{2m}{m}$, dividing by $2\cdot4^m$ gives

$$(2m+2)\,c_{m+1}=(2m+1)\,c_m .$$

Mathlib supplies the binomial identity, and `linear_combination` does the division.

```lean
/-- Consecutive ratios `C(2m,m) / 4^m` differ by the factor `(2m+1)/(2m+2)`. -/
theorem edgeValue_succ (m : ℕ) :
    (2 * (m : ℝ) + 2) * edgeValue (m + 1) = (2 * (m : ℝ) + 1) * edgeValue m := by
  have h : ((m : ℝ) + 1) * (Nat.centralBinom (m + 1) : ℝ)
      = 2 * (2 * (m : ℝ) + 1) * (Nat.centralBinom m : ℝ) := by
    exact_mod_cast Nat.succ_mul_centralBinom_succ m
  simp only [edgeValue, ← Nat.centralBinom_eq_two_mul_choose]
  rw [pow_succ]
  linear_combination (1 / (2 * (4 : ℝ) ^ m)) * h
```

Next come the derivatives. For $x<1$ the claim is

$$\frac{d^k}{dx^k}\sqrt{1-x}=k!\,\frac{c_k}{1-2k}\,(1-x)^{1/2-k}.$$

It holds at $k=0$. Differentiating once more brings down $-(\tfrac12-k)=-\tfrac{1-2k}{2}$, which leaves $-\tfrac12k!\,c_k(1-x)^{1/2-k-1}$. The recurrence gives $(k+1)c_{k+1}/(1-2(k+1))=-c_k/2$, so this is the formula for $k+1$.

In the proof, `hev` states the formula for all points near $x$, because equality at $x$ alone would not determine the next derivative. The facts `h1` and `h2` are the two cancellations just made.

```lean
/-- Every derivative of `√(1 - x)` at a point `x < 1`, in closed form. -/
theorem iteratedDeriv_sqrt (k : ℕ) : ∀ x : ℝ, x < 1 →
    iteratedDeriv k (fun y : ℝ => √(1 - y)) x
      = (k.factorial : ℝ) * (edgeValue k / (1 - 2 * (k : ℝ)))
        * (1 - x) ^ ((1 : ℝ) / 2 - (k : ℝ)) := by
  induction k with
  | zero =>
    intro x _
    simp [edgeValue, Real.sqrt_eq_rpow]
  | succ k ih =>
    intro x hx
    -- near x the k-th derivative is a power of 1 - y, which is differentiated once more
    have hev : iteratedDeriv k (fun y : ℝ => √(1 - y)) =ᶠ[nhds x]
        fun y => (k.factorial : ℝ) * (edgeValue k / (1 - 2 * (k : ℝ)))
          * (1 - y) ^ ((1 : ℝ) / 2 - (k : ℝ)) := by
      filter_upwards [Iio_mem_nhds hx] with y hy using ih y hy
    rw [iteratedDeriv_succ, hev.deriv_eq]
    have hne : 1 - x ≠ 0 := by linarith [hx] |> fun h : 0 < 1 - x => h.ne'
    have hd : HasDerivAt (fun y : ℝ => 1 - y) (-1) x := (hasDerivAt_id' x).const_sub 1
    have h := (hd.rpow_const (p := (1 : ℝ) / 2 - (k : ℝ)) (Or.inl hne)).const_mul
      ((k.factorial : ℝ) * (edgeValue k / (1 - 2 * (k : ℝ))))
    refine h.deriv.trans ?_
    have hk : (1 : ℝ) - 2 * (k : ℝ) ≠ 0 := by
      intro h0
      have h1 : (1 : ℝ) = 2 * (k : ℝ) := by linarith
      have h2 : 1 = 2 * k := by exact_mod_cast h1
      omega
    have hk' : (1 : ℝ) - 2 * ((k : ℝ) + 1) ≠ 0 := by
      have h0 : (0 : ℝ) ≤ k := k.cast_nonneg
      exact ne_of_lt (by linarith)
    have h1 : edgeValue k / (1 - 2 * (k : ℝ)) * (1 / 2 - (k : ℝ)) = edgeValue k / 2 := by
      rw [div_mul_eq_mul_div, div_eq_iff hk]
      ring
    have h2 : ((k : ℝ) + 1) * (edgeValue (k + 1) / (1 - 2 * ((k : ℝ) + 1)))
        = -(edgeValue k / 2) := by
      rw [← mul_div_assoc, div_eq_iff hk']
      linear_combination (1 / 2) * edgeValue_succ k
    have e : (1 : ℝ) / 2 - ((k + 1 : ℕ) : ℝ) = 1 / 2 - (k : ℝ) - 1 := by
      push_cast
      ring
    rw [e, Nat.factorial_succ]
    push_cast
    linear_combination (-(k.factorial : ℝ) * (1 - x) ^ ((1 : ℝ) / 2 - (k : ℝ) - 1)) * h1
      - ((k.factorial : ℝ) * (1 - x) ^ ((1 : ℝ) / 2 - (k : ℝ) - 1)) * h2
```

Setting $x=0$ and dividing by $k!$ gives the coefficient $c_k/(1-2k)$.

```lean
/-- The Taylor coefficients of `√(1 - x)` at `0` are `C(2k,k) / (4^k (1 - 2k))`. -/
theorem sqrtCoeff_eq (k : ℕ) : sqrtCoeff k = edgeValue k / (1 - 2 * (k : ℝ)) := by
  have hf : (k.factorial : ℝ) ≠ 0 := by exact_mod_cast k.factorial_ne_zero
  rw [sqrtCoeff, iteratedDeriv_sqrt k 0 zero_lt_one, sub_zero, Real.one_rpow, mul_one,
    mul_div_cancel_left₀ _ hf]
```

**Q:** Every coefficient after the first is negative. How does the sum at $x=1$ stay positive?

**A:** It telescopes. By the recurrence,

$$\frac{c_{k+1}}{1-2(k+1)}=-\frac{c_{k+1}}{2k+1}=c_{k+1}-c_k .$$

Starting from $p_0(1)=1=c_0$, each new term moves the sum from $c_k$ to $c_{k+1}$, so $p_m(1)=c_m$. This is a ratio of positive numbers. In the proof, `ht` is the displayed identity, used inside an induction on $m$.

```lean
/-- At `x = 1` the series of `√(1 - x)` truncated after `x^m` equals `C(2m,m) / 4^m`,
which is positive. -/
theorem truncSqrt_one (m : ℕ) : truncSqrt m 1 = edgeValue m ∧ 0 < edgeValue m := by
  constructor
  · induction m with
    | zero => simp [truncSqrt, sqrtCoeff_eq, edgeValue]
    | succ m ih =>
      have hs : truncSqrt (m + 1) 1 = truncSqrt m 1 + sqrtCoeff (m + 1) * 1 ^ (m + 1) :=
        Finset.sum_range_succ _ _
      have hm : (1 : ℝ) - 2 * ((m : ℝ) + 1) ≠ 0 := by
        have h0 : (0 : ℝ) ≤ m := m.cast_nonneg
        exact ne_of_lt (by linarith)
      -- the new term is the difference of consecutive ratios, so the sum telescopes
      have ht : edgeValue (m + 1) / (1 - 2 * ((m : ℝ) + 1))
          = edgeValue (m + 1) - edgeValue m := by
        rw [div_eq_iff hm]
        linear_combination edgeValue_succ m
      rw [hs, ih, sqrtCoeff_eq, one_pow, mul_one, Nat.cast_add, Nat.cast_one, ht]
      ring
  · exact div_pos (Nat.cast_pos.2 (Nat.choose_pos (by omega))) (by positivity)
```

**Q:** Now the operator. What happens to a general number state?

**A:** First, $a^*a|n\rangle=n|n\rangle$: for $n\ge1$ the two factors $\sqrt n$ multiply to $n$, and for $n=0$ both sides vanish.

```lean
/-- The number state `|n⟩` is an eigenstate of `a* a` with eigenvalue `n`. -/
theorem numberOp_ket (n : ℕ) : numberOp (ket n) = (n : ℂ) • ket n := by
  have ha : annihilation (ket n) = ((√(n : ℝ) : ℝ) : ℂ) • ket (n - 1) := by
    simp [annihilation, ket]
  rw [numberOp, Module.End.mul_apply, ha, map_smul]
  cases n with
  | zero => simp
  | succ k =>
    have hc : creation (ket k) = ((√((k : ℝ) + 1) : ℝ) : ℂ) • ket (k + 1) := by
      simp [creation, ket]
    have h : √((k + 1 : ℕ) : ℝ) * √((k : ℝ) + 1) = ((k + 1 : ℕ) : ℝ) := by
      push_cast
      exact Real.mul_self_sqrt (by positivity)
    rw [Nat.add_sub_cancel, hc, smul_smul, ← Complex.ofReal_mul, h, Complex.ofReal_natCast]
```

Hence $(a^*a/M)^k|n\rangle=(n/M)^k|n\rangle$, which is `hpow`. Summing with the Taylor coefficients gives $p_m(n/M)|n\rangle$, which is `hs`. Applying $\sqrt M\,a^*$ yields $\sqrt M\sqrt{n+1}\,p_m(n/M)\,|n+1\rangle$.

```lean
/-- The truncated lowering operator sends `|n⟩` to `√M √(n+1) p_m(n/M) |n+1⟩`. -/
theorem lowering_ket (M m n : ℕ) : lowering M m (ket n)
    = ((√(M : ℝ) * √((n : ℝ) + 1) * truncSqrt m ((n : ℝ) / M) : ℝ) : ℂ) • ket (n + 1) := by
  have hc : creation (ket n) = ((√((n : ℝ) + 1) : ℝ) : ℂ) • ket (n + 1) := by
    simp [creation, ket]
  have hpow : ∀ k : ℕ, (((1 / (M : ℂ)) • numberOp) ^ k) (ket n)
      = ((((n : ℝ) / M) ^ k : ℝ) : ℂ) • ket n := by
    intro k
    induction k with
    | zero => simp
    | succ k ih =>
      rw [pow_succ, Module.End.mul_apply, LinearMap.smul_apply, numberOp_ket, smul_smul,
        map_smul, ih, smul_smul]
      congr 1
      push_cast
      ring
  -- the polynomial in a* a acts on |n⟩ as the number p_m(n/M)
  have hs : ∑ k ∈ range (m + 1),
      ((sqrtCoeff k : ℂ) • ((1 / (M : ℂ)) • numberOp) ^ k) (ket n)
      = ((truncSqrt m ((n : ℝ) / M) : ℝ) : ℂ) • ket n := by
    rw [truncSqrt, Complex.ofReal_sum, Finset.sum_smul]
    refine Finset.sum_congr rfl fun k _ => ?_
    rw [LinearMap.smul_apply, hpow, smul_smul, Complex.ofReal_mul]
  rw [lowering, LinearMap.smul_apply, Module.End.mul_apply, LinearMap.sum_apply, hs,
    map_smul, hc, smul_smul, smul_smul]
  congr 1
  rw [Complex.ofReal_mul, Complex.ofReal_mul]
  ring
```

At $n=M$ the argument is $M/M=1$, and $p_m(1)=c_m$. All three factors are positive because $M\ge1$.

```lean
/-- For `M = 2S ≥ 1` the truncated lowering operator sends the last physical state `|M⟩` to
`√M √(M+1) C(2m,m)/4^m` times the unphysical state `|M+1⟩`, and this factor is positive. -/
theorem lowering_last_physical (M m : ℕ) (hM : 1 ≤ M) :
    lowering M m (ket M)
      = ((√(M : ℝ) * √((M : ℝ) + 1) * edgeValue m : ℝ) : ℂ) • ket (M + 1)
    ∧ 0 < √(M : ℝ) * √((M : ℝ) + 1) * edgeValue m := by
  have h0 : (0 : ℝ) < M := by exact_mod_cast hM
  constructor
  · rw [lowering_ket, div_self h0.ne', (truncSqrt_one m).1]
  · exact mul_pos (mul_pos (Real.sqrt_pos.2 h0) (Real.sqrt_pos.2 (by linarith)))
      (truncSqrt_one m).2
```

**Q:** Where could I go wrong in reproducing this?

**A:** In the operator ordering. The expansion is in powers of $a^*a$, and $(a^*a)^2=a^{*2}a^2+a^*a$. If you write $a^{*2}a^2$ for the square and forget the second term, then for $M=1$, $m=2$ the polynomial acts on $|1\rangle$ as $1-\tfrac12=\tfrac12$. The correct value is $1-\tfrac12-\tfrac18=\tfrac38=c_2$.

**Q:** Does a nonzero coefficient really say that the spin space is not invariant?

**A:** Yes, and it is a separate theorem: $|M\rangle$ lies in `physical M` and its image does not. Membership would force the coefficient at $M+1$ to be zero, which contradicts its positivity.

```lean
/-- For `M = 2S ≥ 1` and every truncation order, the state `|M⟩` is physical but its image
under the truncated lowering operator is not. -/
theorem physical_not_invariant (M m : ℕ) (hM : 1 ≤ M) :
    ket M ∈ physical M ∧ lowering M m (ket M) ∉ physical M := by
  obtain ⟨h, hpos⟩ := lowering_last_physical M m hM
  constructor
  · exact Finsupp.single_mem_supported ℂ 1 (Set.mem_Iic.2 le_rfl)
  · intro hmem
    have hz := (Finsupp.mem_supported' ℂ _).1 hmem (M + 1) (by simp)
    rw [h] at hz
    have hr : ((√(M : ℝ) * √((M : ℝ) + 1) * edgeValue m : ℝ) : ℂ) = 0 := by
      simpa only [ket, Finsupp.smul_apply, Finsupp.single_eq_same, smul_eq_mul, mul_one]
        using hz
    exact hpos.ne' (Complex.ofReal_eq_zero.1 hr)
```

**Q:** Can I at least make the leak small?

**A:** At fixed $M$, yes, though slowly: by Stirling's formula $c_m$ behaves as $1/\sqrt{\pi m}$ for large $m$. What is proved here is an upper bound valid for every $m$. The recurrence gives

$$(2m+3)c_{m+1}^2=\frac{(2m+3)(2m+1)}{(2m+2)^2}\,(2m+1)c_m^2 .$$

The fraction is below 1, since its numerator is $(2m+2)^2-1$. Starting from the value 1 at $m=0$, induction gives $(2m+1)c_m^2\le1$. In the proof, `h2` is the displayed equation with the denominator cleared.

```lean
/-- The ratio `C(2m,m) / 4^m` is at most `1/√(2m+1)`, written without the root. -/
theorem edgeValue_sq_le (m : ℕ) : (2 * (m : ℝ) + 1) * edgeValue m ^ 2 ≤ 1 := by
  induction m with
  | zero => simp [edgeValue]
  | succ m ih =>
    have e : 2 * ((m + 1 : ℕ) : ℝ) + 1 = 2 * (m : ℝ) + 3 := by
      push_cast
      ring
    rw [e]
    have h2 : (2 * (m : ℝ) + 2) ^ 2 * ((2 * (m : ℝ) + 3) * edgeValue (m + 1) ^ 2)
        = (2 * (m : ℝ) + 3) * (2 * (m : ℝ) + 1)
          * ((2 * (m : ℝ) + 1) * edgeValue m ^ 2) := by
      linear_combination (2 * (m : ℝ) + 3) * ((2 * (m : ℝ) + 2) * edgeValue (m + 1)
        + (2 * (m : ℝ) + 1) * edgeValue m) * edgeValue_succ m
    have h3 := mul_le_mul_of_nonneg_left ih
      (show 0 ≤ (2 * (m : ℝ) + 3) * (2 * (m : ℝ) + 1) by positivity)
    have h4 : (2 * (m : ℝ) + 2) ^ 2 * ((2 * (m : ℝ) + 3) * edgeValue (m + 1) ^ 2)
        ≤ (2 * (m : ℝ) + 2) ^ 2 * 1 := by
      rw [h2]
      nlinarith [h3]
    exact le_of_mul_le_mul_left h4 (by positivity)
```

The squared amplitude is $M(M+1)c_m^2$, so it is at most $M(M+1)/(2m+1)$. In Lean, the amplitude is the coefficient of the image at `M + 1`.

```lean
/-- For `M = 2S ≥ 1` the squared amplitude that leaks from `|M⟩` into `|M+1⟩` is at most
`M (M+1) / (2m+1)` at truncation order `m`. -/
theorem leakage_le (M m : ℕ) (hM : 1 ≤ M) :
    ‖(lowering M m (ket M)) (M + 1)‖ ^ 2 ≤ (M : ℝ) * ((M : ℝ) + 1) / (2 * (m : ℝ) + 1) := by
  have hv : (lowering M m (ket M)) (M + 1)
      = ((√(M : ℝ) * √((M : ℝ) + 1) * edgeValue m : ℝ) : ℂ) := by
    rw [(lowering_last_physical M m hM).1]
    simp only [ket, Finsupp.smul_apply, Finsupp.single_eq_same, smul_eq_mul, mul_one]
  rw [hv, Complex.norm_real, Real.norm_eq_abs, sq_abs, mul_pow, mul_pow,
    Real.sq_sqrt (by positivity), Real.sq_sqrt (by positivity), le_div_iff₀ (by positivity)]
  have hb := mul_le_mul_of_nonneg_left (edgeValue_sq_le m)
    (show 0 ≤ (M : ℝ) * ((M : ℝ) + 1) by positivity)
  linarith [hb]

end

end TruncatedHolsteinPrimakoff
```

```lean
#print axioms TruncatedHolsteinPrimakoff.lowering_last_physical
#print axioms TruncatedHolsteinPrimakoff.physical_not_invariant
#print axioms TruncatedHolsteinPrimakoff.leakage_le
```

```
'TruncatedHolsteinPrimakoff.lowering_last_physical' depends on axioms: [propext, Classical.choice, Quot.sound]
'TruncatedHolsteinPrimakoff.physical_not_invariant' depends on axioms: [propext, Classical.choice, Quot.sound]
'TruncatedHolsteinPrimakoff.leakage_le' depends on axioms: [propext, Classical.choice, Quot.sound]
```

**Q:** So that bounds the error in my spectrum?

**A:** No. It bounds one matrix element of one operator on one site. Energies and time evolution also depend on the Hamiltonian, on couplings between sites, and on the error of $p_m$ at occupations below $M$, and the theorems say nothing about those.
